# Only I and −I in SL(2,ℂ) leave every spacetime event fixed

An event with real coordinates (t, x, y, z) is written as the Hermitian matrix X = t I + x σ_x + y σ_y + z σ_z, and a complex 2×2 matrix A acts on it by X ↦ A X A†. The declaration `fixes_all_iff` states that, when det A = 1, this action leaves every event fixed if and only if A = I or A = −I. For the forward direction, the attempt uses the event (1, 0, 0, 0) to show that A is unitary, and hence that A commutes with the matrix of every event. Commuting with σ_z should then make A diagonal, commuting with σ_x makes its diagonal entries equal, and the determinant leaves only the two signs.

Lean 4 with Mathlib refuses this proof:

```lean
import Mathlib

open Matrix

namespace FixesAllIff

noncomputable section

local notation "M₂" => Matrix (Fin 2) (Fin 2) ℂ

/-- The Pauli matrix `σ_x`. -/
def σx : M₂ := !![0, 1; 1, 0]

/-- The Pauli matrix `σ_y`. -/
def σy : M₂ := !![0, -Complex.I; Complex.I, 0]

/-- The Pauli matrix `σ_z`. -/
def σz : M₂ := !![1, 0; 0, -1]

/-- The matrix `X = t I + x σ_x + y σ_y + z σ_z` of the event `v = (t, x, y, z)`. -/
def spinor (v : Fin 4 → ℝ) : M₂ :=
  (v 0 : ℂ) • (1 : M₂) + (v 1 : ℂ) • σx + (v 2 : ℂ) • σy + (v 3 : ℂ) • σz

/-- Four real coordinates `(t, x, y, z)` read off from the entries of a matrix. -/
def coords (M : M₂) : Fin 4 → ℝ :=
  ![(M 0 0 + M 1 1).re / 2, (M 0 1 + M 1 0).re / 2,
    (M 1 0 - M 0 1).im / 2, (M 0 0 - M 1 1).re / 2]

/-- The action of `A` on events: the coordinates of `A X A†`. -/
def lorentzMap (A : M₂) (v : Fin 4 → ℝ) : Fin 4 → ℝ := coords (A * spinor v * Aᴴ)

/-- The matrix of an event, written out entry by entry. -/
theorem spinor_eq (v : Fin 4 → ℝ) :
    spinor v = !![(v 0 : ℂ) + v 3, v 1 - v 2 * Complex.I;
      v 1 + v 2 * Complex.I, v 0 - v 3] := by
  ext i j
  fin_cases i <;> fin_cases j <;> simp [spinor, σx, σy, σz] <;> ring

/-- Reading the coordinates of the matrix of an event returns the event. -/
theorem coords_spinor (v : Fin 4 → ℝ) : coords (spinor v) = v := by
  ext i
  fin_cases i <;> simp [coords, spinor_eq]

/-- Every Hermitian 2×2 matrix is the matrix of the event given by its coordinates. -/
theorem spinor_coords (M : M₂) (hM : M.IsHermitian) : spinor (coords M) = M := by
  -- Hermiticity, split into real and imaginary parts of the entries
  have h0 := congrArg Complex.im (hM.apply 0 0)
  have h1 := congrArg Complex.im (hM.apply 1 1)
  have hr := congrArg Complex.re (hM.apply 0 1)
  have hi := congrArg Complex.im (hM.apply 0 1)
  simp only [Complex.star_def, Complex.conj_im, Complex.conj_re] at h0 h1 hr hi
  rw [spinor_eq]
  ext i j
  fin_cases i <;> fin_cases j <;> refine Complex.ext ?_ ?_ <;>
    simp [coords] <;> linarith

/-- The matrix of the transformed event is `A X A†`. -/
theorem spinor_lorentzMap (A : M₂) (v : Fin 4 → ℝ) :
    spinor (lorentzMap A v) = A * spinor v * Aᴴ := by
  have hX : (spinor v)ᴴ = spinor v := by
    rw [spinor_eq]
    ext i j
    fin_cases i <;> fin_cases j <;> simp [sub_eq_add_neg]
  apply spinor_coords
  unfold Matrix.IsHermitian
  rw [conjTranspose_mul, conjTranspose_mul, conjTranspose_conjTranspose, hX,
    Matrix.mul_assoc]

/-- Among matrices with `det A = 1`, exactly `I` and `-I` leave every event fixed. -/
theorem fixes_all_iff (A : M₂) (hA : A.det = 1) :
    (∀ v, lorentzMap A v = v) ↔ A = 1 ∨ A = -1 := by
  constructor
  · intro h
    have hfix : ∀ v, A * spinor v * Aᴴ = spinor v := fun v => by
      rw [← spinor_lorentzMap, h]
    -- fixing the time axis makes A unitary
    have hU : A * Aᴴ = 1 := by
      have e : spinor ![1, 0, 0, 0] = 1 := by simp [spinor]
      have := hfix ![1, 0, 0, 0]
      rwa [e, mul_one] at this
    have hU' : Aᴴ * A = 1 := mul_eq_one_comm.mp hU
    -- hence A commutes with every Hermitian matrix
    have comm : ∀ v, A * spinor v = spinor v * A := fun v => by
      calc A * spinor v = A * spinor v * (Aᴴ * A) := by rw [hU', mul_one]
        _ = A * spinor v * Aᴴ * A := by simp only [mul_assoc]
        _ = spinor v * A := by rw [hfix]
    have hz := comm ![0, 0, 0, 1]
    have hx := comm ![0, 1, 0, 0]
    have h01 : A 0 1 = 0 := by
      simpa [spinor_eq, Matrix.mul_apply, Fin.sum_univ_succ] using
        congrFun (congrFun hz 0) 1
    have h10 : A 1 0 = 0 := by
      simpa [spinor_eq, Matrix.mul_apply, Fin.sum_univ_succ] using
        congrFun (congrFun hz 1) 0
    have h11 : A 1 1 = A 0 0 := by
      simpa [spinor_eq, Matrix.mul_apply, Fin.sum_univ_succ] using
        (congrFun (congrFun hx 0) 1).symm
    rw [Matrix.det_fin_two, h01, h11, zero_mul, sub_zero] at hA
    rcases mul_self_eq_one_iff.mp hA with h00 | h00
    · left
      ext i j
      fin_cases i <;> fin_cases j <;> simp [h01, h10, h11, h00]
    · right
      ext i j
      fin_cases i <;> fin_cases j <;> simp [h01, h10, h11, h00]
  · rintro (rfl | rfl) v <;> simp [lorentzMap, coords_spinor]

end

end FixesAllIff
```

Compiling this gives:

```
Main.lean:90:6: error: Type mismatch: After simplification, term
  congrFun (congrFun hz 0) 1
 has type
  -A 0 1 = A 0 1
but is expected to have type
  A 0 1 = 0
Main.lean:93:6: error: Type mismatch: After simplification, term
  congrFun (congrFun hz 1) 0
 has type
  A 1 0 = -A 1 0
but is expected to have type
  A 1 0 = 0
```

Diagnosis. Both messages say that the simplified term given to `simpa` does not have the type of the simplified goal. Comparing entries of A σ_z = σ_z A gives `-A 0 1 = A 0 1` in one off-diagonal position and `A 1 0 = -A 1 0` in the other. Each equation does force the entry to vanish, since a complex number equal to its own negative is zero, but `simp` did not take that step here. It left the equations as they were, and they do not match the goals `A 0 1 = 0` and `A 1 0 = 0`.

The repair splits each step in two. The new facts `e01` and `e10` state exactly the equations that the messages show, so `simpa` can prove them. Then `linear_combination` derives `h01` and `h10` by multiplying those equations by −1/2 and 1/2 respectively, which leaves only an algebraic identity to check.

Lean accepts the file once it reads:

```diff
@@ -87,10 +87,12 @@
     have hz := comm ![0, 0, 0, 1]
     have hx := comm ![0, 1, 0, 0]
-    have h01 : A 0 1 = 0 := by
+    have e01 : -A 0 1 = A 0 1 := by
       simpa [spinor_eq, Matrix.mul_apply, Fin.sum_univ_succ] using
         congrFun (congrFun hz 0) 1
-    have h10 : A 1 0 = 0 := by
+    have h01 : A 0 1 = 0 := by linear_combination (-1 / 2 : ℂ) * e01
+    have e10 : A 1 0 = -A 1 0 := by
       simpa [spinor_eq, Matrix.mul_apply, Fin.sum_univ_succ] using
         congrFun (congrFun hz 1) 0
+    have h10 : A 1 0 = 0 := by linear_combination (1 / 2 : ℂ) * e10
     have h11 : A 1 1 = A 0 0 := by
       simpa [spinor_eq, Matrix.mul_apply, Fin.sum_univ_succ] using
```
